# Brouwer's curvature for a two-channel scatterer with a variable mixing angle and reflection phase

A scatterer with two channels has the 2 × 2 scattering matrix S with diagonal entries cos θ e^{iφ} and cos θ e^{−iφ} and both off-diagonal entries i sin θ, where the mixing angle θ and the phase φ are real parameters. The theorem `scatterer_curvature` states that 2 Im Tr(P ∂_φS (∂_θS)†), with P the projector on the first channel, equals −sin 2θ. The attempt computes the three derivative entries that matter, all in the first row of S, and finds from them that the trace is −i sin θ cos θ. It then takes the imaginary part and applies the double-angle formula.

In Lean, a first try:

```lean
import Mathlib

open Matrix

namespace BrouwerPumping

noncomputable section

variable {n : Type*} [Fintype n]
variable {E : Type*} [NormedAddCommGroup E] [NormedSpace ℝ E]

/-- The entrywise derivative of the scattering matrix `S` at the parameter point `x`
in the direction `v`. -/
def dirDeriv (S : E → Matrix n n ℂ) (x v : E) : Matrix n n ℂ :=
  Matrix.of fun i j => lineDeriv ℝ (fun y => S y i j) x v

/-- Brouwer's curvature `2 Im Tr(P ∂ᵥS ∂ᵤS†)` for the pair of directions `u`, `v`. -/
def brouwerCurvature (P : Matrix n n ℂ) (S : E → Matrix n n ℂ) (x u v : E) : ℝ :=
  2 * (trace (P * dirDeriv S x v * (dirDeriv S x u)ᴴ)).im

/-- A two-channel scatterer with mixing angle `x.1` and reflection phase `x.2`. -/
def scatterer (x : ℝ × ℝ) : Matrix (Fin 2) (Fin 2) ℂ :=
  !![(Real.cos x.1 : ℂ) * Complex.exp (x.2 * Complex.I), Complex.I * (Real.sin x.1 : ℂ);
    Complex.I * (Real.sin x.1 : ℂ), (Real.cos x.1 : ℂ) * Complex.exp (-(x.2 * Complex.I))]

/-- With `P` the projector on the first channel, the curvature of the two-channel scatterer
in the mixing angle `θ` and the phase `φ` is `-sin 2θ`. -/
theorem scatterer_curvature (θ φ : ℝ) :
    brouwerCurvature !![1, 0; 0, 0] scatterer (θ, φ) (1, 0) (0, 1) = -Real.sin (2 * θ) := by
  have h1 : dirDeriv scatterer (θ, φ) (1, 0) 0 0
      = ((-Real.sin θ : ℝ) : ℂ) * Complex.exp (φ * Complex.I) := by
    have hr : HasDerivAt (fun t : ℝ => Real.cos (θ + t)) (-Real.sin θ) 0 := by
      simpa using ((hasDerivAt_id (0 : ℝ)).const_add θ).cos
    have e : (fun t : ℝ => scatterer ((θ, φ) + t • ((1, 0) : ℝ × ℝ)) 0 0)
        = fun t : ℝ => ((Real.cos (θ + t) : ℝ) : ℂ) * Complex.exp (φ * Complex.I) := by
      funext t
      simp [scatterer]
    change deriv (fun t : ℝ => scatterer ((θ, φ) + t • ((1, 0) : ℝ × ℝ)) 0 0) 0 = _
    rw [e]
    exact (hr.ofReal_comp.mul_const _).deriv
  have h2 : dirDeriv scatterer (θ, φ) (0, 1) 0 0
      = (Real.cos θ : ℂ) * (Complex.exp (φ * Complex.I) * Complex.I) := by
    have hl : HasDerivAt (fun t : ℝ => ((φ + t : ℝ) : ℂ)) 1 0 := by
      simpa using ((hasDerivAt_id (0 : ℝ)).const_add φ).ofReal_comp
    have hr : HasDerivAt (fun t : ℝ => Complex.exp (((φ + t : ℝ) : ℂ) * Complex.I))
        (Complex.exp (φ * Complex.I) * Complex.I) 0 := by
      simpa using (hl.mul_const Complex.I).cexp
    have e : (fun t : ℝ => scatterer ((θ, φ) + t • ((0, 1) : ℝ × ℝ)) 0 0)
        = fun t : ℝ => (Real.cos θ : ℂ) * Complex.exp (((φ + t : ℝ) : ℂ) * Complex.I) := by
      funext t
      simp [scatterer]
    change deriv (fun t : ℝ => scatterer ((θ, φ) + t • ((0, 1) : ℝ × ℝ)) 0 0) 0 = _
    rw [e]
    exact (hr.const_mul _).deriv
  have h3 : dirDeriv scatterer (θ, φ) (0, 1) 0 1 = 0 := by
    have e : (fun t : ℝ => scatterer ((θ, φ) + t • ((0, 1) : ℝ × ℝ)) 0 1)
        = fun _ : ℝ => Complex.I * (Real.sin θ : ℂ) := by
      funext t
      simp [scatterer]
    change deriv (fun t : ℝ => scatterer ((θ, φ) + t • ((0, 1) : ℝ × ℝ)) 0 1) 0 = _
    rw [e]
    exact (hasDerivAt_const _ _).deriv
  -- only the first row of the derivatives contributes
  have ht : trace (!![1, 0; 0, 0] * dirDeriv scatterer (θ, φ) (0, 1)
      * (dirDeriv scatterer (θ, φ) (1, 0))ᴴ)
      = ((-(Real.sin θ * Real.cos θ) : ℝ) : ℂ) * Complex.I := by
    have hab : Complex.exp (φ * Complex.I) * star (Complex.exp (φ * Complex.I)) = 1 := by
      change _ * (starRingEnd ℂ) _ = 1
      rw [Complex.mul_conj, Complex.normSq_eq_norm_sq, Complex.norm_exp_ofReal_mul_I]
      simp
    have hs : star ((-Real.sin θ : ℝ) : ℂ) = ((-Real.sin θ : ℝ) : ℂ) := Complex.conj_ofReal _
    simp only [Matrix.trace_fin_two, Matrix.mul_apply, Fin.sum_univ_two,
      Matrix.conjTranspose_apply, h1, h2, h3, star_mul', hs, Matrix.of_apply,
      Matrix.cons_val_zero, Matrix.cons_val_one, Matrix.cons_val', Matrix.cons_val_fin_one]
    push_cast
    linear_combination (-(Complex.sin θ * Complex.cos θ) * Complex.I) * hab
  rw [brouwerCurvature, ht, Complex.re_ofReal_mul.symm ▸ Complex.im_ofReal_mul,
    Complex.I_im, Real.sin_two_mul]
  ring

end

end BrouwerPumping
```

Lean reports:

```
Main.lean:77:28: error: Invalid rewrite argument: Expected an equality or iff proof or definition name, but `?m.735` is a value of type
  ?m.734
```

Cause. The error is in the last `rw`, at the term `Complex.re_ofReal_mul.symm ▸ Complex.im_ofReal_mul`. A rewrite rule must be an equality or an equivalence, or the name of a definition to unfold. The operator `▸` transports a proof along an equality, but here nothing tells Lean what statement should result. The term's type is therefore still unknown, shown as `?m.734` in the message, and `rw` cannot see an equality in it.

The repair gives `Complex.im_ofReal_mul` by itself. This lemma says that the imaginary part of a real number times a complex number is the real number times the imaginary part, which is the form the goal has after `rw` with `ht`. The discarded lemma, `Complex.re_ofReal_mul`, concerns real parts and was not needed. `Complex.I_im` then replaces the imaginary part of i by 1, `Real.sin_two_mul` expands sin 2θ, and `ring` closes the goal.

This version goes through:

```diff
@@ -75,5 +75,5 @@
     push_cast
     linear_combination (-(Complex.sin θ * Complex.cos θ) * Complex.I) * hab
-  rw [brouwerCurvature, ht, Complex.re_ofReal_mul.symm ▸ Complex.im_ofReal_mul,
+  rw [brouwerCurvature, ht, Complex.im_ofReal_mul,
     Complex.I_im, Real.sin_two_mul]
   ring
```
